# The optical theorem for a finite-channel T-matrix, with unitarity bounds

Take a single scattering channel. The scattering matrix is one complex number $S = 1 + it$, with $t$ the transition amplitude, and conservation of probability means $|S|^2 = 1$. Expanding, $|1 + it|^2 = 1 + it - i\bar t + |t|^2 = 1 - 2\,\mathrm{Im}\,t + |t|^2$, so $|t|^2 = 2\,\mathrm{Im}\,t$. Equivalently $|t - i| = 1$: the amplitude lies on the unit circle centred at $i$, which runs from $t = 0$ up to $t = 2i$. Hence $\mathrm{Im}\,t \ge 0$ and $|t| \le 2$. With a phase shift $\delta$ and $S = e^{2i\delta}$, one has $t = 2e^{i\delta}\sin\delta$. For many channels the same expansion is done with matrices.

## Channels and the scattering matrix

```lean
import Mathlib

open Matrix ComplexConjugate
open Complex (I)

namespace OpticalTheorem

noncomputable section

variable {n : Type*} [DecidableEq n]
```

The type `n` labels the channels, and `I` is the imaginary unit $i$.

```lean
/-- The scattering matrix `S = 1 + i T` built from the transition matrix `T`. -/
def sMatrix (T : Matrix n n ℂ) : Matrix n n ℂ := 1 + I • T
```

`Matrix n n ℂ` is a square complex matrix $T$, and `T b a` is the entry $T_{ba}$, the amplitude from incoming channel $a$ (column) to outgoing channel $b$ (row). The dot `•` multiplies a matrix by a number, so `sMatrix T` is $S = 1 + iT$. This fixes the normalisation: with $S = 1 + 2iT$ or $S = 1 - 2\pi i T$ the constants below change. $T$ is arbitrary; no Hamiltonian, energy or potential enters.

```lean
/-- The adjoint of `S = 1 + i T` is `1 - i T†`. -/
theorem sMatrix_conjTranspose (T : Matrix n n ℂ) : (sMatrix T)ᴴ = 1 - I • Tᴴ := by
  have sI : star I = -I := Complex.conj_I
  rw [sMatrix, conjTranspose_add, conjTranspose_one, conjTranspose_smul, sI, neg_smul,
    ← sub_eq_add_neg]
```

The superscript `ᴴ` is the adjoint $\dagger$. The statement is $S^\dagger = 1 - iT^\dagger$. The command `rw` rewrites with the listed rules in turn, and `sI` supplies $\bar i = -i$.

## Unitarity as a condition on T

```lean
variable [Fintype n]

/-- The product `S† S` differs from the identity by `T† T - i (T† - T)`. -/
theorem sMatrix_adjoint_mul (T : Matrix n n ℂ) :
    (sMatrix T)ᴴ * sMatrix T = 1 + (Tᴴ * T - I • (Tᴴ - T)) := by
  rw [sMatrix_conjTranspose, sMatrix]
  simp only [Matrix.sub_mul, Matrix.mul_add, Matrix.one_mul, Matrix.mul_one, Matrix.smul_mul,
    Matrix.mul_smul, smul_smul, Complex.I_mul_I, neg_smul, one_smul, smul_sub]
  module
```

From here on the set of channels is finite. By hand,
$$S^\dagger S = (1 - iT^\dagger)(1 + iT) = 1 + iT - iT^\dagger + T^\dagger T = 1 + \big(T^\dagger T - i(T^\dagger - T)\big).$$
The `simp only` line multiplies out the brackets and uses $i\cdot i = -1$; `module` collects terms.

```lean
/-- `S = 1 + i T` is unitary if and only if `T† T = i (T† - T)`. -/
theorem unitary_iff (T : Matrix n n ℂ) :
    sMatrix T ∈ unitaryGroup n ℂ ↔ Tᴴ * T = I • (Tᴴ - T) := by
  rw [mem_unitaryGroup_iff', star_eq_conjTranspose, sMatrix_adjoint_mul]
  constructor
  · intro h
    exact sub_eq_zero.mp (add_left_cancel (h.trans (add_zero (1 : Matrix n n ℂ)).symm))
  · intro h
    rw [h, sub_self, add_zero]
```

`sMatrix T ∈ unitaryGroup n ℂ` says that $S$ is unitary, $S^\dagger S = SS^\dagger = 1$. For a finite square matrix either equation implies the other, and `mem_unitaryGroup_iff'` reduces membership to $S^\dagger S = 1$. By the expansion above this holds exactly when the bracket vanishes:
$$S \text{ unitary} \iff T^\dagger T = i(T^\dagger - T).$$
`constructor` splits the equivalence into two directions, which cancel the $1$ and put it back.

## The sum rules

```lean
/-- Generalized optical theorem: for unitary `S` and channels `a`, `b`,
`∑ c, conj(T_ca) T_cb = i (conj(T_ba) - T_ab)`. -/
theorem generalized_optical_theorem {T : Matrix n n ℂ} (hU : sMatrix T ∈ unitaryGroup n ℂ)
    (a b : n) :
    ∑ c, conj (T c a) * T c b = I * (conj (T b a) - T a b) := by
  have h := congrFun (congrFun ((unitary_iff T).mp hU) a) b
  simp only [Matrix.mul_apply, conjTranspose_apply, Matrix.smul_apply, Matrix.sub_apply,
    smul_eq_mul] at h
  exact h
```

The hypothesis `hU` is unitarity, assumed here and in the five theorems that follow. The entry $(a,b)$ of the matrix relation, with $(T^\dagger)_{ac} = \overline{T_{ca}}$, is
$$\sum_c \overline{T_{ca}}\,T_{cb} = i\big(\overline{T_{ba}} - T_{ab}\big).$$
Applying `congrFun` twice picks row $a$ and column $b$ of both sides.

```lean
/-- Optical theorem: for unitary `S`, the squared amplitudes out of channel `a` sum to twice
the imaginary part of the forward amplitude, `∑ b, |T_ba|² = 2 Im T_aa`. -/
theorem optical_theorem {T : Matrix n n ℂ} (hU : sMatrix T ∈ unitaryGroup n ℂ) (a : n) :
    ∑ b, ‖T b a‖ ^ 2 = 2 * (T a a).im := by
  -- real part of the diagonal entry of the operator relation
  have h := congrArg Complex.re (generalized_optical_theorem hU a a)
  rw [Complex.re_sum] at h
  have e : ∀ z : ℂ, (conj z * z).re = ‖z‖ ^ 2 := by
    intro z
    simp only [Complex.sq_norm, Complex.normSq_apply, Complex.mul_re, Complex.conj_re,
      Complex.conj_im]
    ring
  simp only [e] at h
  rw [h]
  simp only [Complex.mul_re, Complex.I_re, Complex.I_im, Complex.sub_re, Complex.sub_im,
    Complex.conj_re, Complex.conj_im]
  ring
```

`‖T b a‖` is the modulus $|T_{ba}|$ and `.im` the imaginary part. Setting $b = a$ above, the left side is $\sum_c |T_{ca}|^2$ and the right side is $i(-2i\,\mathrm{Im}\,T_{aa})$, so, renaming the summation index,
$$\sum_b |T_{ba}|^2 = 2\,\mathrm{Im}\,T_{aa}.$$
The proof takes real parts, `e` is the identity $\mathrm{Re}(\bar z z) = |z|^2$, and `ring` finishes the right side. The sum includes $b = a$. In purely elastic three-dimensional scattering the optical theorem relates the total cross-section, an integral over angles, to the imaginary part of the forward amplitude through a factor containing the wave number. The statement here is the algebraic form for a finite list of channels: a sum replaces the integral, and no cross-section or kinematic factor is defined.

```lean
/-- For unitary `S`, the squared amplitudes into channel `a` obey the same sum rule,
`∑ b, |T_ab|² = 2 Im T_aa`. -/
theorem optical_theorem_row {T : Matrix n n ℂ} (hU : sMatrix T ∈ unitaryGroup n ℂ) (a : n) :
    ∑ b, ‖T a b‖ ^ 2 = 2 * (T a a).im := by
  -- the adjoint S† is the unitary scattering matrix of -T†
  have hs : sMatrix (-Tᴴ) = star (sMatrix T) := by
    rw [star_eq_conjTranspose, sMatrix_conjTranspose, sMatrix, smul_neg, sub_eq_add_neg]
  have hU' : sMatrix (-Tᴴ) ∈ unitaryGroup n ℂ := by
    rw [mem_unitaryGroup_iff, hs, star_star]
    exact mem_unitaryGroup_iff'.mp hU
  have h := optical_theorem hU' a
  simp only [Matrix.neg_apply, conjTranspose_apply, norm_neg, norm_star] at h
  simp only [Complex.neg_im, Complex.star_def, Complex.conj_im, neg_neg] at h
  exact h
```

The same rule holds along a row, $\sum_b |T_{ab}|^2 = 2\,\mathrm{Im}\,T_{aa}$. Since $S^\dagger = 1 + i(-T^\dagger)$, the adjoint is itself the scattering matrix of $T' = -T^\dagger$ (step `hs`), and it is unitary (step `hU'`). The column rule for $T'$ involves $|T'_{ba}| = |T_{ab}|$ and $\mathrm{Im}\,T'_{aa} = \mathrm{Im}(-\overline{T_{aa}}) = \mathrm{Im}\,T_{aa}$, which is what the two `simp only` lines establish.

```lean
/-- For unitary `S`, the squared distance of the forward amplitude `T_aa` from `i` plus the
squared amplitudes from `a` into all other channels equals one. -/
theorem forward_amplitude_circle {T : Matrix n n ℂ} (hU : sMatrix T ∈ unitaryGroup n ℂ)
    (a : n) :
    ‖T a a - I‖ ^ 2 + ∑ b ∈ Finset.univ.erase a, ‖T b a‖ ^ 2 = 1 := by
  have h := optical_theorem hU a
  have hs : ‖T a a‖ ^ 2 + ∑ b ∈ Finset.univ.erase a, ‖T b a‖ ^ 2 = ∑ b, ‖T b a‖ ^ 2 :=
    Finset.add_sum_erase _ (fun b => ‖T b a‖ ^ 2) (Finset.mem_univ a)
  have e : ‖T a a - I‖ ^ 2 = ‖T a a‖ ^ 2 - 2 * (T a a).im + 1 := by
    simp only [Complex.sq_norm, Complex.normSq_apply, Complex.sub_re, Complex.sub_im,
      Complex.I_re, Complex.I_im]
    ring
  linarith
```

`Finset.univ.erase a` is the set of channels other than $a$. Splitting off the diagonal term (`hs`) and completing the square, $|T_{aa} - i|^2 = |T_{aa}|^2 - 2\,\mathrm{Im}\,T_{aa} + 1$ (`e`), gives
$$|T_{aa} - i|^2 + \sum_{b \ne a} |T_{ba}|^2 = 1.$$
`linarith` combines the three linear equations. Because $S_{aa} = i(T_{aa} - i)$ and $S_{ba} = iT_{ba}$ for $b \neq a$, this reads as the probabilities out of channel $a$ adding to one. With one channel the sum is empty and the circle of the opening returns; with more, $T_{aa}$ lies in the closed disc that it bounds.

## Bounds and their saturation

```lean
/-- Unitarity bounds: for unitary `S`, `Im T_aa ≥ 0`, `|T_aa| ≤ 2`, and `|T_ba| ≤ 1` for every
channel `b ≠ a`. -/
theorem unitarity_bounds {T : Matrix n n ℂ} (hU : sMatrix T ∈ unitaryGroup n ℂ) (a : n) :
    0 ≤ (T a a).im ∧ ‖T a a‖ ≤ 2 ∧ ∀ b, b ≠ a → ‖T b a‖ ≤ 1 := by
  have h := optical_theorem hU a
  have hle : ‖T a a‖ ^ 2 ≤ ∑ b, ‖T b a‖ ^ 2 :=
    Finset.single_le_sum (f := fun b => ‖T b a‖ ^ 2) (fun _ _ => sq_nonneg _)
      (Finset.mem_univ a)
  have him : (T a a).im ≤ ‖T a a‖ := (le_abs_self _).trans (Complex.abs_im_le_norm _)
  refine ⟨by linarith [sq_nonneg ‖T a a‖], ?_, ?_⟩
  · -- |T_aa|² ≤ 2 Im T_aa ≤ 2 |T_aa|
    have hq : ‖T a a‖ ^ 2 ≤ 2 * ‖T a a‖ := by linarith
    nlinarith [norm_nonneg (T a a)]
  · intro b hb
    have hc := forward_amplitude_circle hU a
    have hb' : ‖T b a‖ ^ 2 ≤ ∑ c ∈ Finset.univ.erase a, ‖T c a‖ ^ 2 :=
      Finset.single_le_sum (f := fun c => ‖T c a‖ ^ 2) (fun _ _ => sq_nonneg _)
        (Finset.mem_erase.mpr ⟨hb, Finset.mem_univ b⟩)
    have hq : ‖T b a‖ ^ 2 ≤ 1 := by linarith [sq_nonneg ‖T a a - I‖]
    nlinarith [norm_nonneg (T b a)]
```

The symbol `∧` joins three claims: $\mathrm{Im}\,T_{aa} \ge 0$, $|T_{aa}| \le 2$, and $|T_{ba}| \le 1$ for $b \ne a$. One term of a sum of squares is at most the sum (`hle`), so $0 \le |T_{aa}|^2 \le 2\,\mathrm{Im}\,T_{aa}$, which is the first claim. With $\mathrm{Im}\,z \le |z|$ (`him`) it follows that $|T_{aa}|^2 \le 2|T_{aa}|$, and a non-negative $x$ with $x^2 \le 2x$ is at most $2$; `nlinarith` does this last step. For the third claim, $|T_{ba}|^2$ is one term in the previous identity, whose terms are non-negative and add to one. In a non-interacting conductor described at fixed energy by finitely many open, flux-normalised lead channels, $|T_{ba}|^2 = |S_{ba}|^2$ is the probability of going from channel $a$ to a different channel $b$, and the sum rules can serve as a check on a computed scattering matrix.

```lean
/-- If `S` is unitary and the bound is saturated, `|T_aa| = 2`, then `T_aa = 2 i` and all
amplitudes between `a` and any other channel vanish. -/
theorem unitarity_limit {T : Matrix n n ℂ} (hU : sMatrix T ∈ unitaryGroup n ℂ) (a : n)
    (h2 : ‖T a a‖ = 2) :
    T a a = 2 * I ∧ ∀ b, b ≠ a → T b a = 0 ∧ T a b = 0 := by
  have h := optical_theorem hU a
  have hr := optical_theorem_row hU a
  have hle : ‖T a a‖ ^ 2 ≤ ∑ b, ‖T b a‖ ^ 2 :=
    Finset.single_le_sum (f := fun b => ‖T b a‖ ^ 2) (fun _ _ => sq_nonneg _)
      (Finset.mem_univ a)
  have him' : (T a a).im ≤ ‖T a a‖ := (le_abs_self _).trans (Complex.abs_im_le_norm _)
  rw [h2] at hle him'
  have him : (T a a).im = 2 := le_antisymm him' (by linarith)
  have hn : ‖T a a‖ ^ 2 = (T a a).re * (T a a).re + (T a a).im * (T a a).im := by
    rw [Complex.sq_norm, Complex.normSq_apply]
  rw [h2, him] at hn
  have hre : (T a a).re = 0 := mul_self_eq_zero.mp (by linarith)
  -- the diagonal term exhausts the sum rule
  have key : ∀ f : n → ℂ, ∑ c, ‖f c‖ ^ 2 = 4 → ‖f a‖ = 2 → ∀ b, b ≠ a → f b = 0 := by
    intro f hf hfa b hb
    have hs : ‖f a‖ ^ 2 + ∑ c ∈ Finset.univ.erase a, ‖f c‖ ^ 2 = ∑ c, ‖f c‖ ^ 2 :=
      Finset.add_sum_erase _ (fun c => ‖f c‖ ^ 2) (Finset.mem_univ a)
    have hb' : ‖f b‖ ^ 2 ≤ ∑ c ∈ Finset.univ.erase a, ‖f c‖ ^ 2 :=
      Finset.single_le_sum (f := fun c => ‖f c‖ ^ 2) (fun _ _ => sq_nonneg _)
        (Finset.mem_erase.mpr ⟨hb, Finset.mem_univ b⟩)
    rw [hfa] at hs
    have h0 : ‖f b‖ ^ 2 = 0 := le_antisymm (by linarith) (sq_nonneg _)
    exact norm_eq_zero.mp ((pow_eq_zero_iff two_ne_zero).mp h0)
  have hc4 : ∑ c, ‖T c a‖ ^ 2 = 4 := by linarith
  have hr4 : ∑ c, ‖T a c‖ ^ 2 = 4 := by linarith
  refine ⟨Complex.ext (by simp [hre]) (by simp [him]), fun b hb => ⟨?_, ?_⟩⟩
  · exact key (fun c => T c a) hc4 h2 b hb
  · exact key (fun c => T a c) hr4 h2 b hb
```

If $|T_{aa}| = 2$, then $T_{aa} = 2i$ and $T_{ba} = T_{ab} = 0$ for all $b \ne a$. By hand, $4 = |T_{aa}|^2 \le 2\,\mathrm{Im}\,T_{aa} \le 2|T_{aa}| = 4$ forces $\mathrm{Im}\,T_{aa} = 2$ (`him`), and $4 = (\mathrm{Re}\,T_{aa})^2 + 4$ forces the real part to vanish (`hre`). Both sum rules then equal $4$, and the diagonal term alone gives $4$. The local statement `key` says that for any family $f_c$ with $\sum_c |f_c|^2 = 4$ and $|f_a| = 2$ the other members vanish; it is applied once to column $a$ and once to row $a$. Channel $a$ is decoupled, with $S_{aa} = -1$.

## Unitarity from a Hermitian K-matrix

```lean
/-- If `K` is Hermitian and `T` solves `T = 2 K + i K T`, then `S = 1 + i T` is unitary. -/
theorem unitary_of_kMatrix {K T : Matrix n n ℂ} (hK : K.IsHermitian)
    (hT : T = (2 : ℂ) • K + I • (K * T)) : sMatrix T ∈ unitaryGroup n ℂ := by
  have s2 : star (2 : ℂ) = 2 := by simp
  have sI : star I = -I := Complex.conj_I
  -- adjoint equation T† = 2 K - i T† K
  have hA : Tᴴ = (2 : ℂ) • K - I • (Tᴴ * K) := by
    have h := congrArg conjTranspose hT
    rw [conjTranspose_add, conjTranspose_smul, conjTranspose_smul, conjTranspose_mul, hK.eq,
      s2, sI, neg_smul, ← sub_eq_add_neg] at h
    exact h
  -- two expansions of T† T whose average is T† K + K T
  have h1 : Tᴴ * T = (2 : ℂ) • (Tᴴ * K) + I • (Tᴴ * (K * T)) :=
    calc Tᴴ * T = Tᴴ * ((2 : ℂ) • K + I • (K * T)) := congrArg (fun X => Tᴴ * X) hT
      _ = _ := by rw [Matrix.mul_add, Matrix.mul_smul, Matrix.mul_smul]
  have h2 : Tᴴ * T = (2 : ℂ) • (K * T) - I • (Tᴴ * (K * T)) :=
    calc Tᴴ * T = ((2 : ℂ) • K - I • (Tᴴ * K)) * T := congrArg (fun X => X * T) hA
      _ = _ := by rw [Matrix.sub_mul, Matrix.smul_mul, Matrix.smul_mul, Matrix.mul_assoc]
  have h3 : Tᴴ - T = -(I • (Tᴴ * K)) - I • (K * T) := by
    linear_combination (norm := module) hA - hT
  rw [unitary_iff, h3]
  simp only [smul_sub, smul_neg, smul_smul, Complex.I_mul_I]
  linear_combination (norm := module) (1 / 2 : ℂ) • h1 + (1 / 2 : ℂ) • h2
```

`K.IsHermitian` is $K^\dagger = K$. The theorem says that any $T$ satisfying $T = 2K + iKT$ has unitary $S$; the solution $T$ is a hypothesis, `hT`, and no inverse is taken. For one channel and $\cos\delta \ne 0$, $K = \tan\delta$ reproduces $t = 2e^{i\delta}\sin\delta$; the saturated value $t = 2i$ solves the equation for no finite $K$. The adjoint equation is $T^\dagger = 2K - iT^\dagger K$ (`hA`). Multiplying the original equation by $T^\dagger$ on the left and the adjoint one by $T$ on the right gives
$$T^\dagger T = 2T^\dagger K + iT^\dagger K T, \qquad T^\dagger T = 2KT - iT^\dagger K T$$
(`h1`, `h2`), whose average is $T^\dagger T = T^\dagger K + KT$. Subtracting the original equation for $T$ from the adjoint equation for $T^\dagger$ gives $T^\dagger - T = -iT^\dagger K - iKT$ (`h3`), so $i(T^\dagger - T) = T^\dagger K + KT$ as well. The final `linear_combination` with weights $1/2$ is the average.

## Two-channel examples

```lean
/-- A two-channel `K` matrix with off-diagonal coupling `1/2`. -/
def kTwo : Matrix (Fin 2) (Fin 2) ℂ := !![0, 1 / 2; 1 / 2, 0]
```

`Fin 2` has the channels $0$ and $1$, and `!![ ; ]` lists the rows: $K_{01} = K_{10} = 1/2$, with zero diagonal.

```lean
/-- A two-channel transition matrix with forward amplitudes `2i/5` and cross amplitudes
`4/5`. -/
def tTwo : Matrix (Fin 2) (Fin 2) ℂ := !![2 / 5 * I, 4 / 5; 4 / 5, 2 / 5 * I]
```

Here $T_{00} = T_{11} = 2i/5$ and $T_{01} = T_{10} = 4/5$.

```lean
/-- `kTwo` is Hermitian, `tTwo` solves `T = 2 K + i K T` with it, and `1 + i tTwo` is
unitary. -/
theorem two_channel_witness :
    kTwo.IsHermitian ∧ tTwo = (2 : ℂ) • kTwo + I • (kTwo * tTwo) ∧
      sMatrix tTwo ∈ unitaryGroup (Fin 2) ℂ := by
  have hK : kTwo.IsHermitian := by
    show kTwoᴴ = kTwo
    ext i j
    fin_cases i <;> fin_cases j <;> simp [kTwo, conjTranspose_apply]
  have hT : tTwo = (2 : ℂ) • kTwo + I • (kTwo * tTwo) := by
    ext i j
    fin_cases i <;> fin_cases j <;>
      simp [kTwo, tTwo] <;>
      first
        | ring1
        | linear_combination (-1 / 5 : ℂ) * Complex.I_mul_I
  exact ⟨hK, hT, unitary_of_kMatrix hK hT⟩
```

`fin_cases` checks the four entries one by one. On the diagonal $2K + iKT$ is $i\cdot\tfrac12\cdot\tfrac45 = \tfrac{2i}{5}$; off the diagonal it is $1 + i\cdot\tfrac12\cdot\tfrac{2i}{5} = \tfrac45$. Unitarity then comes from `unitary_of_kMatrix`. The scattering matrix has $S_{00} = S_{11} = 3/5$ and $S_{01} = S_{10} = 4i/5$, and the sum rule reads $\tfrac{4}{25} + \tfrac{16}{25} = 2\cdot\tfrac25$.

```lean
/-- A two-channel transition matrix with vanishing first column and second column
`(-i, i)`. -/
def tDegenerate : Matrix (Fin 2) (Fin 2) ℂ := !![0, -I; 0, I]
```

Here $T_{01} = -i$, $T_{11} = i$, and column $0$ is zero. Both columns of $S = 1 + iT$ equal $(1, 0)$.

```lean
/-- `tDegenerate` obeys `∑ b, |T_ba|² = 2 Im T_aa` in every channel `a`, yet `1 + i T` is not
unitary. -/
theorem sum_rule_without_unitarity :
    (∀ a, ∑ b, ‖tDegenerate b a‖ ^ 2 = 2 * (tDegenerate a a).im) ∧
      sMatrix tDegenerate ∉ unitaryGroup (Fin 2) ℂ := by
  constructor
  · intro a
    fin_cases a <;> simp [tDegenerate, Fin.sum_univ_two]
    norm_num
  · intro hU
    -- the off-diagonal relation fails
    have h := generalized_optical_theorem hU 0 1
    simp [tDegenerate, Fin.sum_univ_two] at h

end

end OpticalTheorem
```

The column rule holds in both channels: $0 = 0$ for $a = 0$, and $1 + 1 = 2$ for $a = 1$. The off-diagonal relation at $(a,b) = (0,1)$ would need $0 = i(0 + i) = -1$, and `simp` closes the proof on that contradiction. The columns of $S$ have unit length but are not orthogonal, so with two channels the column sum rules do not imply unitarity; with a single channel the sum rule and unitarity are equivalent, as in the opening.

```lean
#print axioms OpticalTheorem.unitarity_bounds
#print axioms OpticalTheorem.unitarity_limit
#print axioms OpticalTheorem.sum_rule_without_unitarity
```

```
'OpticalTheorem.unitarity_bounds' depends on axioms: [propext, Classical.choice, Quot.sound]
'OpticalTheorem.unitarity_limit' depends on axioms: [propext, Classical.choice, Quot.sound]
'OpticalTheorem.sum_rule_without_unitarity' depends on axioms: [propext, Classical.choice, Quot.sound]
```

## Without unitarity, and with absorption

The two observations below are worked on paper and are not among the Lean theorems. Take one channel and the non-Hermitian $K = i$. Then $T = i$ solves $T = 2K + iKT$, since $2i + i^3 = i$, and $S = 1 + i\cdot i = 0$ is not unitary: the wave is absorbed completely. The sum rule fails too, with $|T|^2 = 1$ against $2\,\mathrm{Im}\,T = 2$.

The direction of that failure follows from the same expansion. For any $T$, the diagonal entry of $S^\dagger S$ is
$$\sum_b |S_{ba}|^2 = 1 + \sum_b |T_{ba}|^2 - 2\,\mathrm{Im}\,T_{aa}.$$
If probability can be lost from the listed channels but not gained, the left side is at most one, and $\sum_b |T_{ba}|^2 \le 2\,\mathrm{Im}\,T_{aa}$, the difference being the probability lost. The bounds $\mathrm{Im}\,T_{aa} \ge 0$ and $|T_{aa}| \le 2$ used only this inequality and carry over.
